# An isolated set of bands symmetric under a genuine glide contains an even number of bands

Take a genuine glide, meaning one that is not a mirror combined with a lattice translation, and a single band along a line of crystal momenta k, each left unchanged by the glide. Measure k so that the line closes after 2π, and suppose that the glide performed twice is a translation with Bloch phase exp(−ik), called here a translation by one period. On this band the glide acts as a number g(k) with

g(k)² = exp(−ik).

At each k there are two solutions, ±exp(−ik/2), and continuity keeps g on one of them. Across the Brillouin zone this gives g(2π) = −g(0), whereas periodicity requires g(2π) = g(0). One isolated band is therefore impossible.

Two bands can avoid the contradiction by exchanging their glide eigenvalues. In a chain with two sites per cell, let the glide send site 1 to site 2, and site 2 to site 1 of the next cell. Its matrix has rows (0, exp(−ik)) and (1, 0). The matrix is periodic although its eigenvalues ±exp(−ik/2) swap over one period.

## Counting bands with a determinant

Let G(k) be a continuous, 2π-periodic family of complex matrices on the finitely many orbitals of a cell, with

G(k)^m = exp(−ipk) 1.

This describes an operation whose m-th power is a translation by p periods; the glide above has m = 2, p = 1. Let P(k) be a continuous, 2π-periodic family of projectors onto the isolated bands, with P² = P and PG = GP. The number of bands is r = rank P(k). The claim is that m divides pr.

Remove the Bloch phase from the symmetry on the bands, and put the identity elsewhere:

B(k) = 1 − P(k) + exp(ipk/m) P(k)G(k).

Since P commutes with G, the products (1 − P)PG and PG(1 − P) vanish, and (PG)^m = PG^m. Hence

B^m = 1 − P + exp(ipk) P G^m = 1 − P + P = 1.

So (det B(k))^m = 1. The determinant is continuous in k and takes values in the finite set of m-th roots of unity, so it is constant. It is also nonzero.

Now cross the zone. With ω = exp(2πip/m), periodicity of P and G gives

B(k + 2π) = 1 − P + ω exp(ipk/m) PG.

Because BP = exp(ipk/m) PG, this is

B(k + 2π) = B(k)(1 + (ω − 1)P(k)).

To find the determinant of the last factor, let the columns of X be a basis of the range of P, and let Y send a vector v to the coefficients of Pv in that basis. Then XY = P, and YX = 1 in dimension r because P fixes its range. The identity det(1 + AC) = det(1 + CA) yields

det(1 + (ω − 1)XY) = det(1 + (ω − 1)YX) = det(ω 1) = ω^r.

Comparing determinants at k and k + 2π leaves ω^r = 1, that is, exp(2πipr/m) = 1. Therefore pr/m is an integer.

If p and m are coprime, r itself is a multiple of m. A genuine glide gives even r, and on a primitive lattice a fourfold screw with a quarter translation gives multiples of 4. With a half translation, m = 4 and p = 2, the condition is only that r be even. The integer p is read from the phase exp(−ipk) with k of period 2π along the line, so centring can change it. On a body-centred tetragonal lattice of height c, the line along the axis closes after 4π/c, and a quarter-translation screw has p = 2. The glides of the plane group cm, which are mirrors combined with lattice translations, have m = 2, p = 2 and impose no constraint. In the limit p = 0, where the m-th power involves no translation, the constraint disappears.

In a non-interacting band model with finitely many orbitals, an insulator with a genuine glide must thus have an even number of filled bands along such a line, and a tight-binding model in which the glide is a continuous, 2π-periodic matrix G(k) with G(k)² = exp(−ik) 1 must have an even number of orbitals per cell.

## Symmetry and band projectors as matrix families

The orbitals of the cell are labelled by a finite type `N`.

In Lean 4 with Mathlib:

```lean
import Mathlib

open Matrix
open scoped Real Kronecker

namespace GlideFilling

noncomputable section

variable {N : Type*} [Fintype N] [DecidableEq N]
```

`IsScrew m p G` collects the conditions on the symmetry. The glide named in its docstring is the genuine glide of the opening; the glides of cm have p = 2. Its field `periodic` fixes a convention: Bloch states are built with phases that depend on the cell, not on the position of the orbital within it. The momentum k runs along a line on which the operation leaves every k unchanged, up to a reciprocal lattice vector. Unitarity of G is not required.

The field `pow_eq` contains no extra sign from spin. For a spin-1/2 glide, whose square is −exp(−ik), replacing G by iG restores the stated form.

```lean
/-- A continuous, `2π`-periodic Bloch representation `G k` of an `m`-fold operation whose
`m`-th power is the translation by `p` lattice periods. A glide has `m = 2`, `p = 1`. -/
structure IsScrew (m p : ℕ) (G : ℝ → Matrix N N ℂ) : Prop where
  continuous : Continuous G
  periodic : ∀ k, G (k + 2 * π) = G k
  pow_eq : ∀ k : ℝ, G k ^ m = Complex.exp (-(p * k * Complex.I)) • (1 : Matrix N N ℂ)
```

`IsBandSet G P` describes the isolated bands. No Hamiltonian appears: an energy gap above and below the bands is the physical reason for a continuous projector, and here continuity is assumed directly. Commutation with G says that the symmetry maps the band set to itself, and likewise the complementary space on which P vanishes. The projectors need not be Hermitian.

```lean
/-- A set of bands described by a continuous, `2π`-periodic family of projectors `P k`
that commute with the symmetry `G k`. -/
structure IsBandSet (G P : ℝ → Matrix N N ℂ) : Prop where
  continuous : Continuous P
  periodic : ∀ k, P (k + 2 * π) = P k
  idem : ∀ k, P k * P k = P k
  comm : ∀ k, P k * G k = G k * P k
```

The matrix B(k) of the derivation is `bandScrew`.

```lean
/-- The symmetry restricted to the bands, with its Bloch phase removed, and extended by the
identity on the remaining bands. -/
def bandScrew (m p : ℕ) (G P : ℝ → Matrix N N ℂ) (k : ℝ) : Matrix N N ℂ :=
  1 - P k + Complex.exp (p * k * Complex.I / m) • (P k * G k)
```

## Powers, frames and determinants

The first lemma computes every power of 1 − P + cPG by induction. In the induction step, `h2` and `h3` are the vanishing cross terms, while `h1` and `h4` multiply the two surviving blocks.

```lean
/-- Powers of a symmetry restricted to a set of bands are the restrictions of its powers. -/
theorem restrict_pow {P G : Matrix N N ℂ} (hP : P * P = P) (hc : P * G = G * P)
    (c : ℂ) (j : ℕ) :
    (1 - P + c • (P * G)) ^ j = 1 - P + c ^ j • (P * G ^ j) := by
  induction j with
  | zero => simp
  | succ j ih =>
    have hX : P * G ^ j = G ^ j * P := (Commute.pow_right (show Commute P G from hc) j).eq
    have h1 : (1 - P) * (1 - P) = 1 - P := by simp [mul_sub, sub_mul, hP]
    have h2 : (1 - P) * (P * G) = 0 := by
      rw [← mul_assoc, sub_mul, one_mul, hP, sub_self, zero_mul]
    have h3 : P * G ^ j * (1 - P) = 0 := by
      rw [hX, mul_assoc, mul_sub, mul_one, hP, sub_self, mul_zero]
    have h4 : P * G ^ j * (P * G) = P * G ^ (j + 1) := by
      rw [hX, mul_assoc, ← mul_assoc P P G, hP, ← mul_assoc, ← hX, mul_assoc, ← pow_succ]
    rw [pow_succ, ih, add_mul, mul_add, mul_add, h1, mul_smul_comm, h2, smul_mul_assoc, h3,
      smul_mul_assoc, mul_smul_comm, h4]
    module
```

The next lemma constructs X and Y. The equivalence `e` chooses coordinates on the range of P, `hfix` states that P fixes that range, and the two final goals are XY = P and YX = 1. The case of rank zero is included, with X and Y having no columns and no rows respectively.

```lean
/-- A projector factors through a frame of as many states as its rank. -/
theorem exists_frame {P : Matrix N N ℂ} (hP : P * P = P) :
    ∃ (X : Matrix N (Fin P.rank) ℂ) (Y : Matrix (Fin P.rank) N ℂ), X * Y = P ∧ Y * X = 1 := by
  obtain ⟨e⟩ : Nonempty (LinearMap.range P.mulVecLin ≃ₗ[ℂ] (Fin P.rank → ℂ)) :=
    ⟨LinearEquiv.ofFinrankEq _ _ (by rw [Module.finrank_fin_fun]; rfl)⟩
  -- the projector acts as the identity on its range
  have hfix : ∀ w : LinearMap.range P.mulVecLin,
      P.mulVecLin.rangeRestrict (w : N → ℂ) = w := by
    rintro ⟨_, u, rfl⟩
    apply Subtype.ext
    change P *ᵥ (P *ᵥ u) = P *ᵥ u
    rw [Matrix.mulVec_mulVec, hP]
  refine ⟨LinearMap.toMatrix' ((LinearMap.range P.mulVecLin).subtype ∘ₗ e.symm.toLinearMap),
    LinearMap.toMatrix' (e.toLinearMap ∘ₗ P.mulVecLin.rangeRestrict), ?_, ?_⟩
  · rw [← LinearMap.toMatrix'_comp]
    have h : ((LinearMap.range P.mulVecLin).subtype ∘ₗ e.symm.toLinearMap) ∘ₗ
        (e.toLinearMap ∘ₗ P.mulVecLin.rangeRestrict) = P.mulVecLin :=
      LinearMap.ext fun v => by simp
    rw [h]
    exact LinearMap.toMatrix'_toLin' P
  · rw [← LinearMap.toMatrix'_comp]
    have h : (e.toLinearMap ∘ₗ P.mulVecLin.rangeRestrict) ∘ₗ
        ((LinearMap.range P.mulVecLin).subtype ∘ₗ e.symm.toLinearMap) = LinearMap.id := by
      refine LinearMap.ext fun v => ?_
      change e (P.mulVecLin.rangeRestrict (e.symm v : N → ℂ)) = v
      rw [hfix, LinearEquiv.apply_symm_apply]
    rw [h, LinearMap.toMatrix'_id]
```

With this factorisation, `det_band_phase` follows the determinant calculation line by line; `Matrix.det_one_add_mul_comm` exchanges the two factors.

```lean
/-- Multiplying the states of a band set by a factor `w`, and no others, has determinant
`w` to the number of bands. -/
theorem det_band_phase {P : Matrix N N ℂ} (hP : P * P = P) (w : ℂ) :
    (1 + (w - 1) • P).det = w ^ P.rank := by
  obtain ⟨X, Y, hXY, hYX⟩ := exists_frame hP
  have h : (1 + (w - 1) • (1 : Matrix (Fin P.rank) (Fin P.rank) ℂ)) = w • 1 := by module
  calc (1 + (w - 1) • P).det = (1 + ((w - 1) • X) * Y).det := by rw [Matrix.smul_mul, hXY]
    _ = (1 + Y * ((w - 1) • X)).det := Matrix.det_one_add_mul_comm _ _
    _ = w ^ P.rank := by
      rw [Matrix.mul_smul, hYX, h, Matrix.det_smul, Matrix.det_one, mul_one, Fintype.card_fin]
```

Constancy of the determinant rests on connectedness. If a continuous function on the real line took two different values, its range would be a connected set with more than one point, hence infinite. The range lies among the finitely many roots of z^m = 1, which is a contradiction.

```lean
/-- A continuous function of `k` whose values are `m`-th roots of unity is constant. -/
theorem root_of_unity_const {m : ℕ} (hm : 0 < m) {d : ℝ → ℂ} (hd : Continuous d)
    (h : ∀ k, d k ^ m = 1) (a b : ℝ) : d a = d b := by
  by_contra hne
  refine (isPreconnected_range hd).infinite_of_nontrivial
    ⟨d a, ⟨a, rfl⟩, d b, ⟨b, rfl⟩, hne⟩ ?_
  refine ((Polynomial.nthRoots m (1 : ℂ)).toFinset.finite_toSet).subset ?_
  rintro _ ⟨k, rfl⟩
  exact Finset.mem_coe.2 (Multiset.mem_toFinset.2 ((Polynomial.mem_nthRoots hm).2 (h k)))
```

## The filling constraint for screws and glides

`screw_filling` states that, for m > 0 and at every k, m divides p times the rank of P(k).

In its proof, `hpow` is B^m = 1, and `hdet` transfers this to the determinant. The zone-crossing relation is `hshift`. Applying `root_of_unity_const` at k + 2π and k, then cancelling the nonzero determinant, gives ω^r = 1 as `hw`. The remaining lines turn this into divisibility: an exponential equals 1 only when its exponent is an integer multiple of 2πi, and `hc` clears the common factor to obtain pr = mn with n an integer.

```lean
/-- Filling constraint: if the `m`-th power of the symmetry is a translation by `p` periods,
then `m` divides `p` times the number of bands in a symmetric band set. -/
theorem screw_filling {m p : ℕ} (hm : 0 < m) {G P : ℝ → Matrix N N ℂ}
    (hG : IsScrew m p G) (hP : IsBandSet G P) (k : ℝ) : m ∣ p * (P k).rank := by
  have hm0 : (m : ℂ) ≠ 0 := Nat.cast_ne_zero.2 hm.ne'
  have hpow : ∀ q, bandScrew m p G P q ^ m = 1 := by
    intro q
    have hx : (m : ℂ) * (p * q * Complex.I / m) = p * q * Complex.I := by field_simp
    rw [bandScrew, restrict_pow (hP.idem q) (hP.comm q), hG.pow_eq, ← Complex.exp_nat_mul, hx,
      mul_smul_comm, smul_smul, ← Complex.exp_add, add_neg_cancel, Complex.exp_zero, one_smul,
      mul_one, sub_add_cancel]
  have hcont : Continuous (bandScrew m p G P) := by
    have hphase : Continuous fun q : ℝ => Complex.exp (p * q * Complex.I / m) := by fun_prop
    unfold bandScrew
    exact (continuous_const.sub hP.continuous).add
      (hphase.smul (hP.continuous.matrix_mul hG.continuous))
  have hdet : ∀ q, (bandScrew m p G P q).det ^ m = 1 := fun q => by
    rw [← Matrix.det_pow, hpow, Matrix.det_one]
  -- crossing the Brillouin zone multiplies the states of the bands by a fixed phase
  have hshift : bandScrew m p G P (k + 2 * π) = bandScrew m p G P k *
      (1 + (Complex.exp (p * (2 * π) * Complex.I / m) - 1) • P k) := by
    have he : Complex.exp (p * ((k + 2 * π : ℝ) : ℂ) * Complex.I / m) =
        Complex.exp (p * k * Complex.I / m) * Complex.exp (p * (2 * π) * Complex.I / m) := by
      rw [← Complex.exp_add]
      congr 1
      push_cast
      ring
    have h1 : (1 - P k) * P k = 0 := by rw [sub_mul, one_mul, hP.idem, sub_self]
    have h2 : P k * G k * P k = P k * G k := by
      rw [mul_assoc, ← hP.comm, ← mul_assoc, hP.idem]
    rw [bandScrew, bandScrew, hP.periodic, hG.periodic, he, mul_add, mul_one, mul_smul_comm,
      add_mul, h1, smul_mul_assoc, h2]
    module
  have h := root_of_unity_const hm hcont.matrix_det hdet (k + 2 * π) k
  rw [hshift, Matrix.det_mul, det_band_phase (hP.idem k)] at h
  have hd : (bandScrew m p G P k).det ≠ 0 := by
    intro h0
    have h1 := hdet k
    rw [h0, zero_pow hm.ne'] at h1
    exact zero_ne_one h1
  have hw := mul_left_cancel₀ hd (h.trans (mul_one _).symm)
  -- the accumulated phase is trivial, so its exponent is an integer
  rw [← Complex.exp_nat_mul, Complex.exp_eq_one_iff] at hw
  obtain ⟨n, hn⟩ := hw
  have hc : (p : ℂ) * (P k).rank = m * n := by
    apply mul_right_cancel₀ Complex.two_pi_I_ne_zero
    calc (p : ℂ) * (P k).rank * (2 * π * Complex.I)
        = m * ((P k).rank * (p * (2 * π) * Complex.I / m)) := by field_simp
      _ = m * n * (2 * π * Complex.I) := by rw [hn]; ring
  have hz : ((p * (P k).rank : ℕ) : ℤ) = m * n := by exact_mod_cast hc
  exact Int.natCast_dvd_natCast.1 ⟨n, hz⟩
```

For coprime m and p, the factor p can be removed from the divisibility.

```lean
/-- If `p` and `m` are coprime, the number of bands in a symmetric band set is a
multiple of `m`. -/
theorem screw_filling_coprime {m p : ℕ} (hm : 0 < m) (hmp : Nat.Coprime m p)
    {G P : ℝ → Matrix N N ℂ} (hG : IsScrew m p G) (hP : IsBandSet G P) (k : ℝ) :
    m ∣ (P k).rank :=
  hmp.dvd_of_dvd_mul_left (screw_filling hm hG hP k)
```

Taking P = 1 makes the band set the whole space. The rank is then the matrix size n, and the result is a statement about G alone: a continuous periodic family with G(k)² = exp(−ik) 1 has even n.

```lean
/-- A continuous periodic family of `n` by `n` matrices with `G(k)² = exp(-ik)` exists only
for even `n`. -/
theorem glide_dimension_even {n : ℕ} {G : ℝ → Matrix (Fin n) (Fin n) ℂ} (hc : Continuous G)
    (hper : ∀ k, G (k + 2 * π) = G k)
    (hsq : ∀ k : ℝ, G k ^ 2 = Complex.exp (-(k * Complex.I)) • 1) : Even n := by
  have hG : IsScrew 2 1 G := ⟨hc, hper, fun k => by rw [hsq, Nat.cast_one, one_mul]⟩
  have hP : IsBandSet G (fun _ => 1) :=
    ⟨continuous_const, fun _ => rfl, fun _ => one_mul 1, fun k => by rw [one_mul, mul_one]⟩
  have h := screw_filling two_pos hG hP 0
  rw [one_mul, Matrix.rank_one, Fintype.card_fin] at h
  exact even_iff_two_dvd.2 h
```

## Two-site chains that satisfy the hypotheses

The matrix from the opening example is `glideCell`.

```lean
/-- The glide of a chain with two sites per cell: it maps the first site to the second, and
the second to the first site of the next cell. -/
def glideCell (k : ℝ) : Matrix (Fin 2) (Fin 2) ℂ :=
  !![0, Complex.exp (-(k * Complex.I)); 1, 0]
```

Now take q decoupled copies of the chain and select a subset S of them as the band set. The projector `chains S` is diagonal in the chain label and acts as the identity on the two sites of each selected chain.

```lean
/-- The projector onto the chains in `S`, out of `q` two-site chains. -/
def chains {q : ℕ} (S : Finset (Fin q)) : Matrix (Fin q × Fin 2) (Fin q × Fin 2) ℂ :=
  Matrix.diagonal (fun i => if i ∈ S then (1 : ℂ) else 0) ⊗ₖ (1 : Matrix (Fin 2) (Fin 2) ℂ)
```

`glide_witness` confirms that these matrices satisfy both `IsScrew 2 1` and `IsBandSet`. The proof checks continuity entry by entry and squares the two-by-two block. The Kronecker product then carries the result to q copies, where the glide and the projector commute because they act on different factors.

Each selected chain contributes two bands, so the rank is 2|S| and every even number from 0 to 2q occurs; this count is a direct reading of the diagonal, not part of the theorem's statement.

```lean
/-- The glide acting on `q` two-site chains, with any selection `S` of the chains as band set,
meets the hypotheses of the filling constraint. -/
theorem glide_witness (q : ℕ) (S : Finset (Fin q)) :
    IsScrew 2 1 (fun k => (1 : Matrix (Fin q) (Fin q) ℂ) ⊗ₖ glideCell k) ∧
    IsBandSet (fun k => (1 : Matrix (Fin q) (Fin q) ℂ) ⊗ₖ glideCell k) (fun _ => chains S) := by
  have hcell : ∀ i j, Continuous fun k => glideCell k i j := by
    intro i j
    fin_cases i <;> fin_cases j <;> simp [glideCell] <;> fun_prop
  have hsq : ∀ k : ℝ, glideCell k * glideCell k = Complex.exp (-(k * Complex.I)) • 1 := by
    intro k
    ext i j
    fin_cases i <;> fin_cases j <;> simp [glideCell, Matrix.mul_apply, Fin.sum_univ_two]
  refine ⟨⟨?_, fun k => ?_, fun k => ?_⟩, ⟨continuous_const, fun _ => rfl, fun _ => ?_,
    fun k => ?_⟩⟩
  · refine continuous_matrix fun i j => ?_
    simp only [Matrix.kroneckerMap_apply]
    exact continuous_const.mul (hcell _ _)
  · have h : -(((k + 2 * π : ℝ) : ℂ) * Complex.I) =
        -(k * Complex.I) - 2 * π * Complex.I := by push_cast; ring
    simp only [glideCell]
    rw [h, Complex.exp_periodic.sub_eq]
  · rw [pow_two, ← Matrix.mul_kronecker_mul, one_mul, hsq, Matrix.kronecker_smul,
      Matrix.one_kronecker_one, Nat.cast_one, one_mul]
  · have hd : Matrix.diagonal (fun i => if i ∈ S then (1 : ℂ) else 0) *
        Matrix.diagonal (fun i => if i ∈ S then (1 : ℂ) else 0) =
        Matrix.diagonal (fun i => if i ∈ S then (1 : ℂ) else 0) := by
      rw [Matrix.diagonal_mul_diagonal]
      congr 1
      funext i
      split_ifs <;> simp
    rw [chains, ← Matrix.mul_kronecker_mul, hd, one_mul]
  · simp only [chains]
    rw [← Matrix.mul_kronecker_mul, ← Matrix.mul_kronecker_mul]
    simp only [mul_one, one_mul]

end

end GlideFilling
```

```lean
#print axioms GlideFilling.screw_filling_coprime
#print axioms GlideFilling.glide_dimension_even
```

```
'GlideFilling.screw_filling_coprime' depends on axioms: [propext, Classical.choice, Quot.sound]
'GlideFilling.glide_dimension_even' depends on axioms: [propext, Classical.choice, Quot.sound]
```
